# A polynomial potential has zero field strength exactly when it is a gradient

To move a charged particle's wave function from the symmetric gauge $(-By/2,\,Bx/2)$ to the Landau gauge $(0,\,Bx)$ of the same uniform magnetic field $B$, one multiplies it by $e^{iq\chi/\hbar}$, where $q$ is the charge and the gradient of $\chi$ is the difference of the potentials. Here $\chi=Bxy/2$. For polynomial potentials on all of space, such a $\chi$ exists whenever the two field strengths agree. The theorems concern $\chi$ alone; the phase rule and the counter-examples below are ordinary physics and calculus.

```lean
import Mathlib

open MvPolynomial

namespace PureGauge

noncomputable section

variable {d : ℕ}
```

A potential is a family `A` of $d$ real polynomials $A_\mu$ in $d$ coordinates $x_\mu$, numbered from 0 as in `Fin d`. The derivative $\partial_\mu$ is `pderiv μ`. No metric enters, so in spacetime $A_\mu$ means the covariant components. The field strength is $F_{\mu\nu}=\partial_\mu A_\nu-\partial_\nu A_\mu$.

```lean
/-- The field strength `F_μν = ∂_μ A_ν - ∂_ν A_μ` of a polynomial potential `A`. -/
def fieldStrength (A : Fin d → MvPolynomial (Fin d) ℝ) (μ ν : Fin d) :
    MvPolynomial (Fin d) ℝ :=
  pderiv μ (A ν) - pderiv ν (A μ)
```

## Polynomial components on all of space

Physically, this hypothesis covers the usual potentials of uniform static fields, and Taylor series about a regular point once they are truncated. Replacing a real potential by a polynomial is a separate step, and the theorems say nothing about its error.

The derivation uses the hypothesis to work monomial by monomial. Write $x^s=\prod_\mu x_\mu^{s_\mu}$ and $|s|=\sum_\mu s_\mu$, and define a linear map $R_k$ by
$$R_k x^s=\frac{x^s}{|s|+k+1}.$$
Lean calls it `radialAverage k`, although only $R_0$ leaves constants unchanged, as a normalised average would. The candidate for $\chi$ is $\sum_\mu x_\mu R_0A_\mu$, called `gaugeFunction`.

```lean
/-- The radial average with weight `t ^ k`: the linear map that divides each monomial of
total degree `n` by `n + k + 1`. -/
def radialAverage (k : ℕ) : MvPolynomial (Fin d) ℝ →ₗ[ℝ] MvPolynomial (Fin d) ℝ :=
  (basisMonomials (Fin d) ℝ).constr ℝ
    fun s => monomial s (1 / (((∑ i, s i : ℕ) : ℝ) + k + 1))

/-- The radial gauge function `χ = ∑ x_μ R(A_μ)`, where `R` is the radial average with
weight one. -/
def gaugeFunction (A : Fin d → MvPolynomial (Fin d) ℝ) : MvPolynomial (Fin d) ℝ :=
  ∑ μ, X μ * radialAverage 0 (A μ)
```

The definition fixes $R_k$ on monomials with coefficient 1; linearity gives any other coefficient.

```lean
/-- The radial average of a single monomial of total degree `n` is that monomial divided
by `n + k + 1`. -/
theorem radialAverage_monomial (k : ℕ) (s : Fin d →₀ ℕ) (a : ℝ) :
    radialAverage k (monomial s a) =
      monomial s (a / (((∑ i, s i : ℕ) : ℝ) + k + 1)) := by
  have h : radialAverage k (monomial s (1 : ℝ)) =
      monomial s (1 / (((∑ i, s i : ℕ) : ℝ) + k + 1)) := by
    have h0 := (basisMonomials (Fin d) ℝ).constr_basis ℝ
      (fun s : Fin d →₀ ℕ => (monomial s (1 / (((∑ i, s i : ℕ) : ℝ) + k + 1)) :
        MvPolynomial (Fin d) ℝ)) s
    rw [coe_basisMonomials] at h0
    exact h0
  have h2 : (monomial s a : MvPolynomial (Fin d) ℝ) = a • monomial s (1 : ℝ) := by
    rw [smul_monomial, smul_eq_mul, mul_one]
  rw [h2, map_smul, h, smul_monomial, smul_eq_mul, mul_one_div]
```

Since $\int_0^1 t^k\,(tx)^s\,dt=x^s\int_0^1t^{|s|+k}\,dt=x^s/(|s|+k+1)$, linearity gives $(R_kp)(x)=\int_0^1t^k\,p(tx)\,dt$ for every polynomial $p$. The Lean proof is the same induction over monomials and sums, with continuity supplying integrability.

```lean
/-- The radial average is the integral of `t ^ k p(t x)` along the ray from the origin
to `x`. -/
theorem eval_radialAverage (k : ℕ) (p : MvPolynomial (Fin d) ℝ) (x : Fin d → ℝ) :
    eval x (radialAverage k p) = ∫ t in (0 : ℝ)..1, t ^ k * eval (t • x) p := by
  have hc : ∀ q : MvPolynomial (Fin d) ℝ,
      Continuous fun t : ℝ => t ^ k * eval (t • x) q := fun q =>
    (continuous_id.pow k).mul
      ((MvPolynomial.continuous_eval q).comp (continuous_id.smul continuous_const))
  induction p using MvPolynomial.induction_on' with
  | monomial s a =>
    -- on a monomial the integrand is a constant times a power of `t`
    have h : ∀ t : ℝ, t ^ k * eval (t • x) (monomial s a) =
        (a * ∏ i, x i ^ s i) * t ^ ((∑ i, s i) + k) := by
      intro t
      rw [eval_monomial, Finsupp.prod_fintype _ _ (fun i => pow_zero _)]
      simp only [Pi.smul_apply, smul_eq_mul, mul_pow, Finset.prod_mul_distrib,
        Finset.prod_pow_eq_pow_sum]
      ring
    simp only [h]
    rw [intervalIntegral.integral_const_mul, integral_pow, radialAverage_monomial,
      eval_monomial, Finsupp.prod_fintype _ _ (fun i => pow_zero _), one_pow,
      zero_pow (Nat.succ_ne_zero _), Nat.cast_add]
    ring
  | add p q hp hq =>
    rw [map_add, map_add, hp, hq, ← intervalIntegral.integral_add
      ((hc p).intervalIntegrable 0 1) ((hc q).intervalIntegrable 0 1)]
    simp only [map_add, mul_add]
```

Differentiation raises $k$ by one: $\partial_\mu R_kp=R_{k+1}\partial_\mu p$. Let $e_\mu$ be the exponent of $x_\mu$ itself. On $x^s$ with $s_\mu>0$, both sides equal $s_\mu x^{s-e_\mu}/(|s|+k+1)$, because the derivative has degree $|s|-1$. If $s_\mu=0$, both vanish. Lean makes the same case split.

```lean
/-- The derivative of a radial average is the radial average of the derivative, with the power of
`t` in the weight raised by one. -/
theorem pderiv_radialAverage (k : ℕ) (μ : Fin d) (p : MvPolynomial (Fin d) ℝ) :
    pderiv μ (radialAverage k p) = radialAverage (k + 1) (pderiv μ p) := by
  induction p using MvPolynomial.induction_on' with
  | monomial s a =>
    rw [radialAverage_monomial, pderiv_monomial, pderiv_monomial, radialAverage_monomial]
    by_cases h : s μ = 0
    · simp [h]
    · -- the derivative lowers the total degree by one
      have hs : s - Finsupp.single μ 1 + Finsupp.single μ 1 = s :=
        tsub_add_cancel_of_le (Finsupp.single_le_iff.mpr (Nat.one_le_iff_ne_zero.mpr h))
      have h1 : ∑ j, (Finsupp.single μ 1 : Fin d →₀ ℕ) j = 1 := by
        simp [Finsupp.single_apply]
      have h2 : ∑ j, s j = ∑ j, (s - Finsupp.single μ 1 : Fin d →₀ ℕ) j + 1 := by
        calc ∑ j, s j
            = ∑ j, (s - Finsupp.single μ 1 + Finsupp.single μ 1 : Fin d →₀ ℕ) j := by rw [hs]
          _ = _ := by simp only [Finsupp.add_apply, Finset.sum_add_distrib, h1]
      congr 1
      rw [h2]
      push_cast
      ring
  | add p q hp hq => simp only [map_add, hp, hq]
```

Finally, Euler's operator $D=\sum_\mu x_\mu\partial_\mu$ satisfies $Dx^s=|s|\,x^s$. Hence $(1+D)R_0x^s=(1+|s|)\,x^s/(|s|+1)=x^s$, so $(1+D)R_0$ is the identity. The next lemma states the action of $D$ on coefficients.

```lean
/-- Euler's operator `∑ x_μ ∂_μ` multiplies the coefficient of each monomial by its total
degree. -/
theorem coeff_euler (p : MvPolynomial (Fin d) ℝ) (s : Fin d →₀ ℕ) :
    coeff s (∑ μ, X μ * pderiv μ p) = ((∑ i, s i : ℕ) : ℝ) * coeff s p := by
  induction p using MvPolynomial.induction_on' with
  | monomial u a =>
    simp only [X_mul_pderiv_monomial]
    rw [← Finset.sum_smul, coeff_smul, coeff_monomial, nsmul_eq_mul]
    split_ifs with h
    · rw [h]
    · simp
  | add p q hp hq =>
    simp only [map_add, mul_add, Finset.sum_add_distrib, coeff_add] at hp hq ⊢
    rw [hp, hq]
```

In two dimensions, regularity everywhere except at one point is not enough. On the plane without its origin, $(-x_1,\,x_0)/(x_0^2+x_1^2)$ has zero field strength but circulation $2\pi$ around the origin, so it is not a gradient there. Multiplied by $\Phi/2\pi$, it is the potential outside an Aharonov–Bohm flux line that carries the flux $\Phi$.

The statement could also have been modelled with smooth functions on $\mathbb R^d$. It would then include plane waves, and $\sum_\mu x_\mu\int_0^1A_\mu(tx)\,dt$ would still give $\chi$, but differentiation under the integral sign and the fundamental theorem of calculus would replace the algebra of monomials.

## Zero field strength for every index pair

In spacetime, the hypothesis `hF` says that there is no electric or magnetic field anywhere; for a vector potential in space alone, it says only that there is no magnetic field. The derivation uses it once, to exchange two indices:
$$\begin{aligned}
\partial_\nu\chi&=R_0A_\nu+\sum_\mu x_\mu R_1\partial_\nu A_\mu\\
&=R_0A_\nu+\sum_\mu x_\mu R_1\partial_\mu A_\nu\\
&=R_0A_\nu+\sum_\mu x_\mu\partial_\mu R_0A_\nu\\
&=(1+D)R_0A_\nu=A_\nu.
\end{aligned}$$
The first line is the product rule with $\partial_\nu R_0=R_1\partial_\nu$, the second uses $F_{\nu\mu}=0$, and the third uses $R_1\partial_\mu=\partial_\mu R_0$.

In Lean, `step` carries out the first three lines for each term of the sum. The induction that follows proves that $(1+D)R_0$ is the identity, by comparing coefficients.

```lean
/-- A polynomial potential with vanishing field strength is the gradient of its radial
gauge function. -/
theorem pderiv_gaugeFunction (A : Fin d → MvPolynomial (Fin d) ℝ)
    (hF : ∀ μ ν, fieldStrength A μ ν = 0) (ν : Fin d) :
    pderiv ν (gaugeFunction A) = A ν := by
  -- vanishing field strength lets the two indices be exchanged
  have step : ∀ μ, pderiv ν (X μ * radialAverage 0 (A μ)) =
      X μ * pderiv μ (radialAverage 0 (A ν)) +
        (if μ = ν then radialAverage 0 (A μ) else 0) := by
    intro μ
    have h : pderiv ν (A μ) = pderiv μ (A ν) := sub_eq_zero.mp (hF ν μ)
    rw [pderiv_mul, pderiv_X, pderiv_radialAverage, pderiv_radialAverage, h,
      Pi.single_apply]
    split_ifs <;> ring
  rw [gaugeFunction, map_sum, Finset.sum_congr rfl (fun μ _ => step μ),
    Finset.sum_add_distrib, Finset.sum_ite_eq', if_pos (Finset.mem_univ ν)]
  -- Euler's operator plus one undoes the radial average
  induction A ν using MvPolynomial.induction_on' with
  | monomial u a =>
    ext s
    rw [coeff_add, coeff_euler, radialAverage_monomial, coeff_monomial, coeff_monomial]
    split_ifs with h
    · subst h
      have h0 : ((∑ i, u i : ℕ) : ℝ) + 1 ≠ 0 := by positivity
      rw [Nat.cast_zero, add_zero, ← add_one_mul, mul_div_cancel₀ _ h0]
    · simp
  | add p q hp hq =>
    simp only [map_add, mul_add, Finset.sum_add_distrib]
    linear_combination hp + hq
```

One nonzero pair is enough to spoil the conclusion. In three dimensions $A=(0,0,x_0)$ has $F_{01}=F_{12}=0$ but $F_{02}=1$, and no gradient has that property: if $A_\mu=\partial_\mu\chi$, then $F_{\mu\nu}=\partial_\mu\partial_\nu\chi-\partial_\nu\partial_\mu\chi=0$. In one dimension the condition holds automatically, and every polynomial potential is a gradient.

## Two gauge functions with the same gradient

The first half of `pure_gauge` is the equivalence: all $F_{\mu\nu}$ vanish if and only if some polynomial $\chi$ has $A_\mu=\partial_\mu\chi$ for every $\mu$. The second half assumes that $\chi$ is such a polynomial, and says that $\chi'$ is another exactly when $\chi'=\chi+c$ with $c$ a real constant, written `C c` in Lean. Physically, $c$ only multiplies the wave function by the global phase factor $e^{iqc/\hbar}$.

For uniqueness, let $\eta=\chi'-\chi$, with coefficients $\eta_s$. Equal gradients give $\partial_\mu\eta=0$ for every $\mu$, so $D\eta=0$ and $|s|\,\eta_s=0$. Only the constant term survives. Conversely, adding a constant changes no derivative.

Lean takes the constant to be `coeff 0 (χ' - χ)` and removes the other coefficients with `coeff_euler`. For the direction from gradient to zero field strength, it shows that the commutator of two partial derivatives vanishes on each coordinate, and therefore on every polynomial.

```lean
/-- Pure gauge theorem: the field strength of a polynomial potential vanishes if and only if
the potential is the gradient of a polynomial `χ`, and the polynomials with the same gradient
as `χ` are exactly those that differ from it by a constant. -/
theorem pure_gauge (A : Fin d → MvPolynomial (Fin d) ℝ) :
    ((∀ μ ν, fieldStrength A μ ν = 0) ↔ ∃ χ, ∀ μ, A μ = pderiv μ χ) ∧
    ∀ χ χ', (∀ μ, A μ = pderiv μ χ) →
      ((∀ μ, A μ = pderiv μ χ') ↔ ∃ c : ℝ, χ' = χ + C c) := by
  refine ⟨⟨fun hF => ⟨gaugeFunction A, fun μ => (pderiv_gaugeFunction A hF μ).symm⟩, ?_⟩, ?_⟩
  · rintro ⟨χ, hχ⟩ μ ν
    -- partial derivatives commute, since they do so on the coordinates
    have h : ⁅(pderiv μ : Derivation ℝ (MvPolynomial (Fin d) ℝ) (MvPolynomial (Fin d) ℝ)),
        (pderiv ν : Derivation ℝ (MvPolynomial (Fin d) ℝ) (MvPolynomial (Fin d) ℝ))⁆ =
        (0 : Derivation ℝ (MvPolynomial (Fin d) ℝ) (MvPolynomial (Fin d) ℝ)) := by
      refine MvPolynomial.derivation_ext fun i => ?_
      simp only [Derivation.commutator_apply, pderiv_X, Pi.single_apply]
      split_ifs <;> simp
    rw [fieldStrength, hχ, hχ, ← Derivation.commutator_apply, h, Derivation.zero_apply]
  · intro χ χ' hχ
    constructor
    · intro hχ'
      refine ⟨coeff 0 (χ' - χ), ?_⟩
      rw [← sub_eq_iff_eq_add']
      ext s
      -- a zero gradient kills every coefficient of positive degree
      have h := coeff_euler (χ' - χ) s
      simp only [map_sub, ← hχ, ← hχ', sub_self, mul_zero, Finset.sum_const_zero,
        coeff_zero] at h
      rw [coeff_C]
      split_ifs with hs
      · rw [← hs]
      · refine (mul_eq_zero.mp h.symm).resolve_left fun h0 => hs ?_
        ext i
        exact ((Finset.sum_eq_zero_iff.mp (Nat.cast_eq_zero.mp h0)) i
          (Finset.mem_univ i)).symm
    · rintro ⟨c, rfl⟩ μ
      rw [map_add, pderiv_C, add_zero, hχ]
```

If the derivative along a single $x_\mu$ is left uncompared, uniqueness fails: $\chi$ and $\chi+x_\mu$ agree in all the others.

## Equal field strengths

For two potentials, the hypothesis is that $A$ and $A'$ describe the same field, as in the change of gauge above. The field strength is linear in the potential, so $A'-A$ has zero field strength, and `pure_gauge` gives $A'_\mu=A_\mu+\partial_\mu\chi$. Lean applies the theorem to that difference. Without equal field strengths there is no such $\chi$, since adding a gradient leaves $F_{\mu\nu}$ unchanged.

```lean
/-- Two polynomial potentials with the same field strength differ by the gradient of a
polynomial. -/
theorem exists_gauge_of_fieldStrength_eq (A A' : Fin d → MvPolynomial (Fin d) ℝ)
    (h : ∀ μ ν, fieldStrength A' μ ν = fieldStrength A μ ν) :
    ∃ χ, ∀ μ, A' μ = A μ + pderiv μ χ := by
  obtain ⟨χ, hχ⟩ := (pure_gauge (fun μ => A' μ - A μ)).1.mp (fun μ ν => by
    have h1 := h μ ν
    simp only [fieldStrength, map_sub] at h1 ⊢
    linear_combination h1)
  exact ⟨χ, fun μ => by rw [← hχ μ]; ring⟩
```

The integral formula for $R_0$ turns the gauge function into a line integral along the ray from the origin:
$$\chi(x)=\int_0^1\sum_\mu x_\mu A_\mu(tx)\,dt.$$
Lean exchanges the finite sum with the integral and applies `eval_radialAverage` to each term. This formula needs no condition on the field strength; that condition enters only when the gradient of $\chi$ is to equal $A$.

```lean
/-- The radial gauge function is the line integral of the potential along the straight ray
from the origin to `x`. -/
theorem eval_gaugeFunction (A : Fin d → MvPolynomial (Fin d) ℝ) (x : Fin d → ℝ) :
    eval x (gaugeFunction A) = ∫ t in (0 : ℝ)..1, ∑ μ, x μ * eval (t • x) (A μ) := by
  have hc : ∀ μ, Continuous fun t : ℝ => x μ * eval (t • x) (A μ) := fun μ =>
    continuous_const.mul ((MvPolynomial.continuous_eval (A μ)).comp
      (continuous_id.smul continuous_const))
  rw [intervalIntegral.integral_finsetSum fun μ _ => (hc μ).intervalIntegrable 0 1]
  simp only [gaugeFunction, map_sum, map_mul, eval_X, eval_radialAverage, pow_zero, one_mul,
    intervalIntegral.integral_const_mul]

end

end PureGauge
```

```lean
#print axioms PureGauge.exists_gauge_of_fieldStrength_eq
-- 'PureGauge.exists_gauge_of_fieldStrength_eq' depends on axioms: [propext, Classical.choice, Quot.sound]
#print axioms PureGauge.eval_gaugeFunction
-- 'PureGauge.eval_gaugeFunction' depends on axioms: [propext, Classical.choice, Quot.sound]
```
